# For a continuous scattering rate, Rees self-scattering leaves the survival probability independent of $\Gamma$

An electron accelerated by a strong field in a semiconductor changes its energy during a free flight, and its scattering rate changes with it. Let $\lambda(u)$ be that rate at time $u$ along the flight. Drawing a random flight time directly from a varying rate means inverting an integral of $\lambda$. Rees's device avoids this by choosing a constant $\Gamma$ that $\lambda(u)$ never exceeds and adding fictitious events, called self-scatterings, at the rate $\Gamma-\lambda(u)$. They leave the electron's state unchanged, and the total rate becomes the constant $\Gamma$, so the times between events are exponentially distributed. Does the probability of reaching time $t$ without a real scattering depend on the chosen $\Gamma$?

```lean
import Mathlib

open Set

namespace ReesSelfScattering

noncomputable section
```

## The renewal equation for a flight

Fix the final time $t$ and let the starting time $s$ vary over $[0,t]$. Without self-scattering, the survival probability is $e^{-L(s)}$, where $L(s)=\int_s^t\lambda(u)\,du$. In the code $\lambda$ is `lam`, an arbitrary real function at this point.

```lean
/-- The exponential `exp (-∫_s^t lam)` of the real scattering rate `lam` accumulated
from time `s` to time `t`. -/
def survival (lam : ℝ → ℝ) (t s : ℝ) : ℝ := Real.exp (-∫ u in s..t, lam u)
```

With self-scattering, let $Q(s)$ be the probability of no real scattering between $s$ and $t$. Either nothing happens, with probability $e^{-\Gamma(t-s)}$, or the first event is a self-scattering at some time $u$, after which the flight continues along the same trajectory:
$$Q(s)=e^{-\Gamma(t-s)}+\int_s^t(\Gamma-\lambda(u))\,e^{-\Gamma(u-s)}\,Q(u)\,du .$$
The constant $\Gamma$ is chosen by whoever runs the simulation; it is not a property of the material.

```lean
/-- Right-hand side of the renewal equation: either no event at all occurs between `s` and `t`,
or the first event is a self-scattering at time `u` and the flight starts afresh there. -/
def renewalStep (Γ : ℝ) (lam : ℝ → ℝ) (t : ℝ) (Q : ℝ → ℝ) (s : ℝ) : ℝ :=
  Real.exp (-(Γ * (t - s))) + ∫ u in s..t, (Γ - lam u) * Real.exp (-(Γ * (u - s))) * Q u
```

The equation is the starting point here and is not derived from a stochastic process. A solution is a function continuous on $[0,t]$ that satisfies it at every $s$ in that interval; values elsewhere are irrelevant.

```lean
/-- `Q` is continuous on `[0,t]` and satisfies the renewal equation there. -/
def IsRenewalSolution (Γ : ℝ) (lam : ℝ → ℝ) (t : ℝ) (Q : ℝ → ℝ) : Prop :=
  ContinuousOn Q (Icc 0 t) ∧ ∀ s ∈ Icc 0 t, Q s = renewalStep Γ lam t Q s
```

The flights can also be sorted by their number $n$ of self-scatterings. Write $p_n(s)$ for the contribution of those with exactly $n$ and no real event. Then $p_0(s)=e^{-\Gamma(t-s)}$, and conditioning on the first self-scattering gives
$$p_{n+1}(s)=\int_s^t(\Gamma-\lambda(u))\,e^{-\Gamma(u-s)}\,p_n(u)\,du .$$

```lean
/-- Contribution of the flights from `s` to `t` with exactly `n` self-scatterings and no real
scattering, built up by conditioning on the first self-scattering. -/
def selfScatterProb (Γ : ℝ) (lam : ℝ → ℝ) (t : ℝ) : ℕ → ℝ → ℝ
  | 0, s => Real.exp (-(Γ * (t - s)))
  | n + 1, s => ∫ u in s..t,
      (Γ - lam u) * Real.exp (-(Γ * (u - s))) * selfScatterProb Γ lam t n u
```

## Every continuous solution is the same exponential

From here on $\lambda$ is continuous on $[0,t]$. For any continuous $g$, the tail integral $F(s)=\int_s^t g(u)\,du$ satisfies $F'(s)=-g(s)$. To have an ordinary two-sided derivative at the endpoints as well, the proof first extends $g$ continuously beyond the interval.

```lean
/-- The integral of a continuous rate from `s` to `t` agrees on `[0,t]` with a function of `s`
whose derivative is minus the rate. -/
theorem exists_tail_integral {g : ℝ → ℝ} {t : ℝ} (ht : 0 ≤ t) (hg : ContinuousOn g (Icc 0 t)) :
    ∃ F : ℝ → ℝ, (∀ s ∈ Icc 0 t, F s = ∫ u in s..t, g u) ∧
      ∀ s ∈ Icc 0 t, HasDerivAt F (-g s) s := by
  -- extend the rate continuously beyond the interval
  obtain ⟨G, hG, hGg⟩ : ∃ G : ℝ → ℝ, Continuous G ∧ ∀ u ∈ Icc 0 t, G u = g u :=
    ⟨IccExtend ht ((Icc 0 t).domRestrict g),
      (continuousOn_iff_continuous_domRestrict.mp hg).Icc_extend',
      fun u hu => by rw [IccExtend_of_mem ht _ hu]; rfl⟩
  refine ⟨fun s => ∫ u in s..t, G u, fun s hs => ?_, fun s hs => ?_⟩
  · apply intervalIntegral.integral_congr
    intro u hu
    rw [uIcc_of_le hs.2] at hu
    exact hGg u ⟨hs.1.trans hu.1, hu.2⟩
  · have h := intervalIntegral.integral_hasDerivAt_left (hG.intervalIntegrable s t)
      (hG.stronglyMeasurableAtFilter _ _) hG.continuousAt
    rwa [hGg s hs] at h
```

Conversely, if $P'=-g$ on $[0,t]$, then $\int_s^t g(u)\,du=P(s)-P(t)$.

```lean
/-- If `g` is continuous on `[0,t]` and `P` has derivative `-g` there, then for `s` in `[0,t]` the
integral of `g` from `s` to `t` is `P s - P t`. -/
theorem integral_of_tail {g P : ℝ → ℝ} {t s : ℝ} (hs : s ∈ Icc 0 t)
    (hg : ContinuousOn g (Icc 0 t)) (hP : ∀ u ∈ Icc 0 t, HasDerivAt P (-g u) u) :
    ∫ u in s..t, g u = P s - P t := by
  have hsub : uIcc s t ⊆ Icc 0 t := by
    rw [uIcc_of_le hs.2]
    exact Icc_subset_Icc_left hs.1
  calc ∫ u in s..t, g u = -P t - -P s :=
        intervalIntegral.integral_eq_sub_of_hasDerivAt (f := fun u => -P u)
          (fun u hu => (hP u (hsub hu)).fun_neg.congr_deriv (neg_neg _))
          (hg.mono hsub).intervalIntegrable
    _ = P s - P t := by ring
```

Since $e^{-\Gamma(u-s)}=e^{\Gamma s}e^{-\Gamma u}$, the right-hand side of the renewal equation equals
$$e^{\Gamma s}\Big[e^{-\Gamma t}+\int_s^t(\Gamma-\lambda(u))\,e^{-\Gamma u}Q(u)\,du\Big],$$
and $s$ now enters the integral only through its lower limit.

```lean
/-- The renewal equation with the factor `exp (Γ s)` taken out. -/
theorem renewalStep_factor (Γ : ℝ) (lam : ℝ → ℝ) (t : ℝ) (Q : ℝ → ℝ) (s : ℝ) :
    renewalStep Γ lam t Q s = Real.exp (Γ * s) *
      (Real.exp (-(Γ * t)) + ∫ u in s..t, (Γ - lam u) * (Real.exp (-(Γ * u)) * Q u)) := by
  have hk : ∀ u, Real.exp (-(Γ * (u - s))) = Real.exp (Γ * s) * Real.exp (-(Γ * u)) := by
    intro u
    rw [← Real.exp_add]
    congr 1
    ring
  rw [renewalStep, hk t, mul_add, ← intervalIntegral.integral_const_mul]
  congr 1
  apply intervalIntegral.integral_congr
  intro u _
  simp only [hk u]
  ring
```

Suppose $Q$ is a solution. Let $F(s)$ be the integral in the bracket and put $R(s)=e^{-\Gamma t}+F(s)$. The equation says $R(s)=e^{-\Gamma s}Q(s)$, so
$$R'(s)=-(\Gamma-\lambda(s))\,R(s),\qquad \frac{d}{ds}\,e^{\Gamma s+L(s)}=(\Gamma-\lambda(s))\,e^{\Gamma s+L(s)} .$$
The product $R(s)\,e^{\Gamma s+L(s)}$ therefore has zero derivative. At $s=t$ both $F$ and $L$ vanish and the product is $e^{-\Gamma t}e^{\Gamma t}=1$. Hence $Q(s)\,e^{L(s)}=1$, which is $Q(s)=e^{-L(s)}$.

For the converse, let $Q=e^{-L}$ and $P(u)=e^{-\Gamma u}e^{-L(u)}$. Then $P'(u)=-(\Gamma-\lambda(u))\,e^{-\Gamma u}Q(u)$, so the integral is $P(s)-P(t)=e^{-\Gamma s-L(s)}-e^{-\Gamma t}$. The bracket reduces to $e^{-\Gamma s-L(s)}$, and multiplication by $e^{\Gamma s}$ returns $e^{-L(s)}$.

The theorem states both directions as one equivalence: `Q` is a solution exactly when it agrees with `survival lam t` on $[0,t]$. The first half of the proof computes the zero derivative in `hd` and passes to a constant with `constant_of_has_deriv_right_zero`; the second evaluates the integral in `hint`. No bound on $\lambda$ is used, and $\Gamma$ may be any real number. For negative $t$ the interval is empty and the statement is trivial.

```lean
/-- Rees self-scattering: if `lam` is continuous on `[0,t]`, then for every constant `Γ` a function
is a continuous solution of the renewal equation on `[0,t]` exactly when it equals `exp (-∫_s^t
lam)` there. -/
theorem isRenewalSolution_iff {Γ t : ℝ} {lam Q : ℝ → ℝ} (hlam : ContinuousOn lam (Icc 0 t)) :
    IsRenewalSolution Γ lam t Q ↔ EqOn Q (survival lam t) (Icc 0 t) := by
  rcases lt_or_ge t 0 with h | ht
  · have he : Icc (0 : ℝ) t = ∅ := Icc_eq_empty (not_le.mpr h)
    simp [IsRenewalSolution, he]
  have htt : t ∈ Icc 0 t := ⟨ht, le_rfl⟩
  have hexp : ContinuousOn (fun u => Real.exp (-(Γ * u))) (Icc 0 t) := by fun_prop
  obtain ⟨L, hL, hL'⟩ := exists_tail_integral ht hlam
  have hLt : L t = 0 := by rw [hL t htt, intervalIntegral.integral_same]
  constructor
  · rintro ⟨hQc, hQ⟩ s hs
    obtain ⟨F, hF, hF'⟩ := exists_tail_integral ht
      ((continuousOn_const (c := Γ)).sub hlam |>.mul (hexp.mul hQc))
    have hFt : F t = 0 := by rw [hF t htt, intervalIntegral.integral_same]
    have hR : ∀ u ∈ Icc 0 t, Q u = Real.exp (Γ * u) * (Real.exp (-(Γ * t)) + F u) := by
      intro u hu
      rw [hF u hu]
      exact (hQ u hu).trans (renewalStep_factor Γ lam t Q u)
    -- this product has zero derivative, hence keeps its value at the final time
    have hd : ∀ u ∈ Icc 0 t, HasDerivAt
        (fun v => (Real.exp (-(Γ * t)) + F v) * Real.exp (Γ * v + L v)) 0 u := by
      intro u hu
      have hRu : Real.exp (-(Γ * u)) * Q u = Real.exp (-(Γ * t)) + F u := by
        rw [hR u hu, ← mul_assoc, ← Real.exp_add, neg_add_cancel, Real.exp_zero, one_mul]
      have h1 : HasDerivAt (fun v => Real.exp (-(Γ * t)) + F v)
          (-((Γ - lam u) * (Real.exp (-(Γ * u)) * Q u))) u := (hF' u hu).const_add _
      have h2 : HasDerivAt (fun v => Real.exp (Γ * v + L v))
          (Real.exp (Γ * u + L u) * (Γ * 1 + -lam u)) u :=
        (((hasDerivAt_id' u).const_mul Γ).fun_add (hL' u hu)).exp
      exact (h1.fun_mul h2).congr_deriv (by simp only [hRu]; ring)
    have hc := constant_of_has_deriv_right_zero
      (fun u hu => (hd u hu).continuousAt.continuousWithinAt)
      (fun u hu => (hd u ⟨hu.1, hu.2.le⟩).hasDerivWithinAt)
    have h1 : (Real.exp (-(Γ * t)) + F s) * Real.exp (Γ * s + L s) = 1 := by
      refine ((hc s hs).trans (hc t htt).symm).trans ?_
      simp only [hFt, hLt, add_zero]
      rw [← Real.exp_add, neg_add_cancel, Real.exp_zero]
    have h2 : Q s * Real.exp (L s) = 1 := by
      rw [Real.exp_add] at h1
      rw [hR s hs]
      linear_combination h1
    rw [survival, ← hL s hs, Real.exp_neg]
    exact eq_inv_of_mul_eq_one_left h2
  · intro hQ
    have hQL : ∀ u ∈ Icc 0 t, Q u = Real.exp (-L u) := by
      intro u hu
      rw [hQ hu, survival, hL u hu]
    have hLc : ContinuousOn L (Icc 0 t) :=
      fun u hu => (hL' u hu).continuousAt.continuousWithinAt
    have hQc : ContinuousOn Q (Icc 0 t) := hLc.neg.rexp.congr hQL
    refine ⟨hQc, fun s hs => ?_⟩
    -- an explicit primitive of the integrand
    have hint : ∫ u in s..t, (Γ - lam u) * (Real.exp (-(Γ * u)) * Q u) =
        Real.exp (-(Γ * s)) * Real.exp (-L s) - Real.exp (-(Γ * t)) * Real.exp (-L t) := by
      refine integral_of_tail (P := fun v => Real.exp (-(Γ * v)) * Real.exp (-L v)) hs
        ((continuousOn_const.sub hlam).mul (hexp.mul hQc)) (fun u hu => ?_)
      have h1 : HasDerivAt (fun v => Real.exp (-(Γ * v)))
          (Real.exp (-(Γ * u)) * (-(Γ * 1))) u :=
        ((hasDerivAt_id' u).const_mul Γ).fun_neg.exp
      have h2 : HasDerivAt (fun v => Real.exp (-L v))
          (Real.exp (-L u) * (-(-lam u))) u := (hL' u hu).fun_neg.exp
      exact (h1.fun_mul h2).congr_deriv (by simp only [hQL u hu]; ring)
    rw [renewalStep_factor, hint, hLt, neg_zero, Real.exp_zero, mul_one, add_sub_cancel,
      ← mul_assoc, ← Real.exp_add, add_neg_cancel, Real.exp_zero, one_mul, hQL s hs]
```

The exponential does not contain $\Gamma$, so two constants $\Gamma$ and $\Gamma'$ have the same continuous solutions. For Monte Carlo simulation of high-field transport this means that, along a single flight with a prescribed continuous rate, every $\Gamma$ that is nowhere below the rate gives the same survival probability. The selection of a scattering mechanism and a final state, which a full simulation also needs, is not modelled.

```lean
/-- If `lam` is continuous on `[0,t]`, the continuous solutions of the renewal equation there are
the same for any two constants `Γ` and `Γ'`. -/
theorem isRenewalSolution_independent {Γ Γ' t : ℝ} {lam Q : ℝ → ℝ}
    (hlam : ContinuousOn lam (Icc 0 t)) :
    IsRenewalSolution Γ lam t Q ↔ IsRenewalSolution Γ' lam t Q :=
  (isRenewalSolution_iff hlam).trans (isRenewalSolution_iff hlam).symm
```

## How the self-scatterings add up

Let $M(s)=\int_s^t(\Gamma-\lambda(u))\,du$, so that $M'=-(\Gamma-\lambda)$ and $M(t)=0$. The claim is
$$p_n(s)=e^{-\Gamma(t-s)}\,\frac{M(s)^n}{n!}.$$
It holds for $n=0$. If it holds for $n$, the two exponentials in the recursion combine to $e^{-\Gamma(t-s)}$, and
$$p_{n+1}(s)=e^{-\Gamma(t-s)}\int_s^t(\Gamma-\lambda(u))\frac{M(u)^n}{n!}\,du=e^{-\Gamma(t-s)}\frac{M(s)^{n+1}}{(n+1)!},$$
because $-M^{n+1}/(n+1)!$ is a primitive of the integrand. The Lean proof is the same induction: `hcongr` combines the exponentials and `hint` evaluates the integral.

```lean
/-- For `lam` continuous on `[0,t]` and `s` in `[0,t]`, the contribution of exactly `n`
self-scatterings is `exp (-Γ (t - s))` times the `n`-th power of the integrated self-scattering rate
over `n!`. -/
theorem selfScatterProb_eq {Γ t : ℝ} {lam : ℝ → ℝ} (hlam : ContinuousOn lam (Icc 0 t)) (n : ℕ) :
    ∀ s ∈ Icc 0 t, selfScatterProb Γ lam t n s =
      Real.exp (-(Γ * (t - s))) * ((∫ u in s..t, (Γ - lam u)) ^ n / (n.factorial : ℝ)) := by
  induction n with
  | zero => intro s _; simp [selfScatterProb]
  | succ n ih =>
    intro s hs
    have ht : 0 ≤ t := hs.1.trans hs.2
    have hg : ContinuousOn (fun u => Γ - lam u) (Icc 0 t) := continuousOn_const.sub hlam
    obtain ⟨M, hM, hM'⟩ := exists_tail_integral ht hg
    have hMt : M t = 0 := by rw [hM t ⟨ht, le_rfl⟩, intervalIntegral.integral_same]
    have hMc : ContinuousOn M (Icc 0 t) :=
      fun u hu => (hM' u hu).continuousAt.continuousWithinAt
    have hcongr : selfScatterProb Γ lam t (n + 1) s = ∫ u in s..t,
        (Γ - lam u) * (Real.exp (-(Γ * (t - s))) * (M u ^ n / (n.factorial : ℝ))) := by
      rw [selfScatterProb]
      apply intervalIntegral.integral_congr
      intro u hu
      rw [uIcc_of_le hs.2] at hu
      have hu' : u ∈ Icc 0 t := ⟨hs.1.trans hu.1, hu.2⟩
      have he : Real.exp (-(Γ * (t - s))) =
          Real.exp (-(Γ * (u - s))) * Real.exp (-(Γ * (t - u))) := by
        rw [← Real.exp_add]
        congr 1
        ring
      simp only [ih u hu', ← hM u hu', he]
      ring
    have hfac : ((n : ℝ) + 1) * ((n + 1).factorial : ℝ)⁻¹ = (n.factorial : ℝ)⁻¹ := by
      rw [Nat.factorial_succ]
      push_cast
      field_simp
    have hint := integral_of_tail
      (g := fun u => (Γ - lam u) *
        (Real.exp (-(Γ * (t - s))) * (M u ^ n / (n.factorial : ℝ))))
      (P := fun v => Real.exp (-(Γ * (t - s))) *
        (M v ^ (n + 1) / ((n + 1).factorial : ℝ))) hs
      (hg.mul ((continuousOn_const (c := Real.exp (-(Γ * (t - s))))).mul
        ((hMc.pow n).div_const (n.factorial : ℝ))))
      (fun u hu => ((((hM' u hu).fun_pow (n + 1)).div_const _).const_mul _).congr_deriv (by
        simp only [Nat.cast_add, Nat.cast_one, Nat.add_sub_cancel]
        linear_combination
          (-(Γ - lam u) * Real.exp (-(Γ * (t - s))) * M u ^ n) * hfac))
    rw [hcongr, ← hM s hs]
    refine hint.trans ?_
    simp [hMt]
```

Summing the exponential series gives $e^{-\Gamma(t-s)}e^{M(s)}$. Since $M(s)=\Gamma(t-s)-L(s)$, this is $e^{-L(s)}$. `HasSum` says that the series converges to this value.

```lean
/-- For `lam` continuous on `[0,t]` and `s` in `[0,t]`, the contributions summed over all numbers of
self-scatterings give `exp (-∫_s^t lam)`. -/
theorem hasSum_selfScatterProb {Γ t s : ℝ} {lam : ℝ → ℝ} (hlam : ContinuousOn lam (Icc 0 t))
    (hs : s ∈ Icc 0 t) :
    HasSum (fun n => selfScatterProb Γ lam t n s) (survival lam t s) := by
  have hi : IntervalIntegrable lam MeasureTheory.volume s t := by
    apply ContinuousOn.intervalIntegrable
    rw [uIcc_of_le hs.2]
    exact hlam.mono (Icc_subset_Icc_left hs.1)
  have hsplit : ∫ u in s..t, (Γ - lam u) = Γ * (t - s) - ∫ u in s..t, lam u := by
    rw [intervalIntegral.integral_sub (continuous_const.intervalIntegrable _ _) hi,
      intervalIntegral.integral_const, smul_eq_mul]
    ring
  have hexp : ∀ x : ℝ, HasSum (fun n : ℕ => x ^ n / (n.factorial : ℝ)) (Real.exp x) := by
    intro x
    rw [Real.exp_eq_exp_ℝ]
    exact NormedSpace.expSeries_div_hasSum_exp x
  have hval : survival lam t s =
      Real.exp (-(Γ * (t - s))) * Real.exp (∫ u in s..t, (Γ - lam u)) := by
    rw [survival, hsplit, ← Real.exp_add]
    congr 1
    ring
  simp only [selfScatterProb_eq hlam _ s hs]
  rw [hval]
  exact (hexp _).mul_left _
```

Take $\lambda(u)=u$, $t=1$ and $s=0$ in dimensionless units. Then $L(0)=1/2$ and the survival probability is $e^{-1/2}\approx0.6065$. With $\Gamma=1$, $M(0)=1/2$, and the first five contributions are $0.3679$, $0.1839$, $0.0460$, $0.0077$ and $0.0010$, which add up to about $0.6064$. With $\Gamma=2$, $M(0)=3/2$: the contributions are distributed differently, but their sum is $e^{-2}e^{3/2}=e^{-1/2}$ again.

## Where the bounds on the rate matter

Reading $p_n(s)$ as the probability of exactly $n$ self-scatterings and no real event presupposes that both kinds of event have nonnegative rates. For the self-scatterings this means $\lambda\le\Gamma$ on $[0,t]$. Then $M(s)\ge0$ and every $p_n(s)$ is nonnegative.

```lean
/-- If the real rate never exceeds `Γ`, every self-scattering contribution is nonnegative. -/
theorem selfScatterProb_nonneg {Γ t s : ℝ} {lam : ℝ → ℝ} (hlam : ContinuousOn lam (Icc 0 t))
    (hle : ∀ u ∈ Icc 0 t, lam u ≤ Γ) (hs : s ∈ Icc 0 t) (n : ℕ) :
    0 ≤ selfScatterProb Γ lam t n s := by
  rw [selfScatterProb_eq hlam n s hs]
  have h : 0 ≤ ∫ u in s..t, (Γ - lam u) :=
    intervalIntegral.integral_nonneg hs.2
      (fun u hu => sub_nonneg.mpr (hle u ⟨hs.1.trans hu.1, hu.2⟩))
  positivity
```

If also $\lambda\ge0$, as a physical rate must be, then $L(s)\ge0$ and $e^{-L(s)}\le1$. The lower bound $e^{-\Gamma(t-s)}\le e^{-L(s)}$ follows because $p_0(s)$ is one term of a nonnegative series whose sum is $e^{-L(s)}$.

```lean
/-- For a real rate between `0` and `Γ`, the quantity `exp (-∫_s^t lam)` lies between
`exp (-Γ (t - s))` and `1`. -/
theorem survival_bounds {Γ t s : ℝ} {lam : ℝ → ℝ} (hlam : ContinuousOn lam (Icc 0 t))
    (h0 : ∀ u ∈ Icc 0 t, 0 ≤ lam u) (hle : ∀ u ∈ Icc 0 t, lam u ≤ Γ) (hs : s ∈ Icc 0 t) :
    Real.exp (-(Γ * (t - s))) ≤ survival lam t s ∧ survival lam t s ≤ 1 := by
  constructor
  · -- the flights without any event are one term of the nonnegative series
    have h := le_hasSum (hasSum_selfScatterProb (Γ := Γ) hlam hs) 0
      (fun n _ => selfScatterProb_nonneg hlam hle hs n)
    simpa only [selfScatterProb] using h
  · rw [survival, Real.exp_le_one_iff, neg_nonpos]
    exact intervalIntegral.integral_nonneg hs.2
      (fun u hu => h0 u ⟨hs.1.trans hu.1, hu.2⟩)

end

end ReesSelfScattering
```

Without $\lambda\le\Gamma$ both the nonnegativity and the lower bound can fail. Take $\Gamma=1$, $\lambda=2$, $t=1$ and $s=0$. Then $M(0)=-1$ and $p_1(0)=-e^{-1}$, which is no probability, while the survival probability $e^{-2}$ lies below $e^{-\Gamma(t-s)}=e^{-1}$. The renewal equation still has $e^{-L}$ as its only continuous solution on $[0,1]$, but the self-scatterings in it would have the negative rate $\Gamma-\lambda=-1$.

```lean
#print axioms ReesSelfScattering.isRenewalSolution_independent
-- 'ReesSelfScattering.isRenewalSolution_independent' depends on axioms: [propext, Classical.choice, Quot.sound]
#print axioms ReesSelfScattering.selfScatterProb_eq
-- 'ReesSelfScattering.selfScatterProb_eq' depends on axioms: [propext, Classical.choice, Quot.sound]
#print axioms ReesSelfScattering.survival_bounds
-- 'ReesSelfScattering.survival_bounds' depends on axioms: [propext, Classical.choice, Quot.sound]
```
